# Normal ordering and vacuum norms from $ab-q\,ba=1$

To normalise a nonzero state $b^n|0\rangle$ of a $q$-deformed oscillator with $b=a^\dagger$ and $\langle0|0\rangle=1$, one divides by the square root of $\langle 0|a^nb^n|0\rangle$. For a lowering operator $a$ and a raising operator $b$ with $ab-q\,ba=1$ and $a|0\rangle=0$, that number is $[1][2]\cdots[n]$, where $[j]=1+q+\dots+q^{j-1}$ and $[0]=0$. At $q=1$ it is the familiar $n!$ of a single bosonic mode.

## Moving the number operator through powers

Put $N=ba$, so that $ab=1+qN$. Here and in the Lean comments $N$ is called the number operator by analogy with $q=1$: the second relation below gives $Nb^n|0\rangle=[n]\,b^n|0\rangle$, so $N$ has the value $[n]$ on $n$ quanta, which is $n$ itself at $q=1$. The relations are

$$a^kN=([k]+q^kN)\,a^k,\qquad N b^k=b^k([k]+q^kN).$$

Both are trivial at $k=0$. Since $aN=(ab)a$, the first passes from $k$ to $k+1$ by

$$a^{k+1}N=a([k]+q^kN)a^k=([k]+q^k\,ab)\,a^{k+1}=([k+1]+q^{k+1}N)\,a^{k+1}.$$

The second follows in the same way from $Nb=b(ab)$.

The first relation gives $a^k(N-[k])=q^kNa^k$, hence $b^ka^k(N-[k])=q^kb^{k+1}a^{k+1}$. Multiplying by $q^{k(k-1)/2}$ and using $k(k-1)/2+k=(k+1)k/2$, induction yields

$$q^{k(k-1)/2}\,b^ka^k=N(N-[1])\cdots(N-[k-1]),$$

with the empty product $1$ at $k=0$.

The second relation, with $1+q[n]=[n+1]$, gives

$$a^{n+1}b^{n+1}=a^n(1+qN)b^n=a^nb^n([n+1]+q^{n+1}N).$$

Let $\omega$ be a linear functional with $\omega(1)=1$ and $\omega(xa)=0$ for all $x$; it stands for $\langle0|\cdot|0\rangle$. The $N$ term ends in $a$ and vanishes, so each step multiplies the value by $[n+1]$. Therefore $\omega(a^nb^n)=[1][2]\cdots[n]=[n]!$.

## The third level at $q=1/2$

Here $[1]=1$, $[2]=3/2$ and $[3]=7/4$, so $\omega(a^3b^3)=21/8$. For two quanta, directly, $a^2b^2=a(1+qN)b=ab+q(ab)^2$. Both $ab$ and $(ab)^2=(1+qN)^2$ have expectation $1$, which gives $1+q=3/2=[2]!$.

## The algebra and the $q$-numbers in Lean

The scalars form a commutative ring `R`, for instance the complex numbers, and the operators are elements of an `R`-algebra `A`. No adjoint or inner product is assumed, so "norm" means the value $\omega(a^nb^n)$; it is a squared length when $b=a^\dagger$ in a positive inner product.

```lean
import Mathlib

open Finset

namespace QOscillatorNormalOrdering

noncomputable section

variable {R A : Type*} [CommRing R] [Ring A] [Algebra R A] {q : R} {a b : A}
```

The sum and product start at index zero, hence the shift `j + 1` in the factorial.

```lean
/-- The q-number `[n] = 1 + q + ... + q^(n-1)`. -/
def qNum (q : R) (n : ℕ) : R := ∑ i ∈ range n, q ^ i

/-- The q-factorial `[n]! = [1][2]...[n]`. -/
def qFactorial (q : R) (n : ℕ) : R := ∏ j ∈ range n, qNum q (j + 1)

/-- The q-numbers obey the recursion `[n+1] = 1 + q [n]`. -/
theorem qNum_succ' (q : R) (n : ℕ) : qNum q (n + 1) = 1 + q * qNum q n := by
  unfold qNum
  rw [Finset.sum_range_succ', Finset.mul_sum]
  simp only [pow_succ', pow_zero]
  rw [add_comm]
```

## Commutation and normal ordering

The symbol `•` multiplies an operator by a scalar. In the first two inductions `hab` replaces $ab$ by $1+qN$, and `module` collects the scalar coefficients.

```lean
/-- If `ab - q ba = 1`, the number operator `N = ba` passes through `k` lowering operators
as `a^k N = ([k] + q^k N) a^k`. -/
theorem lower_pow_mul_number (h : a * b - q • (b * a) = 1) (k : ℕ) :
    a ^ k * (b * a) = (qNum q k • (1 : A) + q ^ k • (b * a)) * a ^ k := by
  have hab : a * b = 1 + q • (b * a) := sub_eq_iff_eq_add.mp h
  induction k with
  | zero => simp [qNum]
  | succ k ih =>
    have hq : qNum q (k + 1) = qNum q k + q ^ k := Finset.sum_range_succ _ _
    calc a ^ (k + 1) * (b * a) = a * (a ^ k * (b * a)) := by rw [pow_succ', mul_assoc]
      _ = (qNum q k • (1 : A) + q ^ k • (a * b)) * (a * a ^ k) := by
        rw [ih]
        simp only [mul_add, add_mul, smul_mul_assoc, mul_smul_comm, one_mul, mul_assoc]
      _ = (qNum q (k + 1) • (1 : A) + q ^ (k + 1) • (b * a)) * a ^ (k + 1) := by
        rw [hab, hq, pow_succ' a k]
        congr 1
        module

/-- If `ab - q ba = 1`, the number operator `N = ba` passes through `k` raising operators
as `N b^k = b^k ([k] + q^k N)`. -/
theorem number_mul_raise_pow (h : a * b - q • (b * a) = 1) (k : ℕ) :
    (b * a) * b ^ k = b ^ k * (qNum q k • (1 : A) + q ^ k • (b * a)) := by
  have hab : a * b = 1 + q • (b * a) := sub_eq_iff_eq_add.mp h
  induction k with
  | zero => simp [qNum]
  | succ k ih =>
    have hq : qNum q (k + 1) = qNum q k + q ^ k := Finset.sum_range_succ _ _
    calc (b * a) * b ^ (k + 1) = ((b * a) * b ^ k) * b := by rw [pow_succ, ← mul_assoc]
      _ = (b ^ k * b) * (qNum q k • (1 : A) + q ^ k • (a * b)) := by
        rw [ih]
        simp only [mul_add, add_mul, smul_mul_assoc, mul_smul_comm, mul_one, mul_assoc]
      _ = b ^ (k + 1) * (qNum q (k + 1) • (1 : A) + q ^ (k + 1) • (b * a)) := by
        rw [hab, hq, pow_succ b k]
        congr 1
        module
```

In the product formula, `k.choose 2` is $k(k-1)/2$, and the factors form an ordered list, so commutativity is not presupposed. The step `key` is $a^k(N-[k])=q^kNa^k$. The formula can be solved for $b^ka^k$ when $q$ is invertible.

```lean
/-- If `ab - q ba = 1` and `N = ba`, the normally ordered monomial is a q-falling factorial of
the number operator: `q^(k(k-1)/2) b^k a^k = N (N - [1]) ... (N - [k-1])`. -/
theorem normal_ordering (h : a * b - q • (b * a) = 1) (k : ℕ) :
    q ^ (k.choose 2) • (b ^ k * a ^ k) =
      ((List.range k).map fun j => b * a - qNum q j • (1 : A)).prod := by
  induction k with
  | zero => simp
  | succ k ih =>
    -- the new factor `N - [k]` is absorbed by the lowering operators
    have key : a ^ k * (b * a - qNum q k • (1 : A)) = q ^ k • ((b * a) * a ^ k) := by
      rw [mul_sub, lower_pow_mul_number h k]
      simp only [add_mul, smul_mul_assoc, mul_smul_comm, one_mul, mul_one]
      module
    have hc : (k + 1).choose 2 = k.choose 2 + k := by
      have h1 : (k + 1).choose 2 = k.choose 1 + k.choose 2 := Nat.choose_succ_succ' k 1
      rw [h1, Nat.choose_one_right, add_comm]
    rw [List.range_succ, List.map_append, List.prod_append, ← ih, List.map_singleton,
      List.prod_singleton, smul_mul_assoc, mul_assoc, key, hc, pow_add q, mul_smul,
      mul_smul_comm, pow_succ b k, pow_succ' a k]
    simp only [mul_assoc]
```

## Vacuum values

The antinormal step is first proved as an operator identity.

```lean
/-- If `ab - q ba = 1` and `N = ba`, one more pair of operators in antinormal order gives
`a^(n+1) b^(n+1) = a^n b^n ([n+1] + q^(n+1) N)`. -/
theorem antinormal_step (h : a * b - q • (b * a) = 1) (n : ℕ) :
    a ^ (n + 1) * b ^ (n + 1) =
      a ^ n * b ^ n * (qNum q (n + 1) • (1 : A) + q ^ (n + 1) • (b * a)) := by
  have hab : a * b = 1 + q • (b * a) := sub_eq_iff_eq_add.mp h
  have e : a * b * b ^ n =
      b ^ n * (qNum q (n + 1) • (1 : A) + q ^ (n + 1) • (b * a)) := by
    rw [hab, add_mul, one_mul, smul_mul_assoc, number_mul_raise_pow h n, qNum_succ']
    simp only [mul_add, mul_smul_comm, mul_one]
    module
  rw [mul_assoc (a ^ n), ← e, pow_succ a n, pow_succ' b n]
  simp only [mul_assoc]
```

The induction under $\omega$ carries an arbitrary operator $x$ on the left. The hypothesis `hω` removes the term ending in $a$.

```lean
/-- If `ab - q ba = 1` and the linear functional `ω` satisfies `ω(ya) = 0` for all `y`, then
`ω(x a^n b^n) = [n]! ω(x)` for every `x`. -/
theorem expectation_mul_antinormal (h : a * b - q • (b * a) = 1) (ω : A →ₗ[R] R)
    (hω : ∀ y, ω (y * a) = 0) (x : A) (n : ℕ) :
    ω (x * (a ^ n * b ^ n)) = qFactorial q n * ω x := by
  induction n with
  | zero => simp [qFactorial]
  | succ n ih =>
    have e : x * (a ^ (n + 1) * b ^ (n + 1)) = qNum q (n + 1) • (x * (a ^ n * b ^ n)) +
        q ^ (n + 1) • ((x * (a ^ n * b ^ n) * b) * a) := by
      rw [antinormal_step h]
      simp only [mul_add, mul_smul_comm, mul_one, mul_assoc]
    have hf : qFactorial q (n + 1) = qFactorial q n * qNum q (n + 1) :=
      Finset.prod_range_succ _ _
    -- the term ending in `a` annihilates the vacuum
    rw [e, map_add, map_smul, map_smul, hω, ih, hf]
    simp only [smul_eq_mul]
    ring
```

Setting $x=1$ gives the norms.

```lean
/-- The q-oscillator norms: if `ab - q ba = 1` and the linear functional `ω` satisfies
`ω(1) = 1` and `ω(xa) = 0` for all `x`, then `ω(a^n b^n) = [1][2]...[n]`. -/
theorem vacuum_norm (h : a * b - q • (b * a) = 1) (ω : A →ₗ[R] R)
    (h1 : ω 1 = 1) (hω : ∀ x, ω (x * a) = 0) (n : ℕ) :
    ω (a ^ n * b ^ n) = qFactorial q n := by
  simpa [h1] using expectation_mul_antinormal h ω hω 1 n
```

Setting $x=a^{m-n}$ gives zero overlap for $m>n$. The case $m<n$ would need a condition on the left, such as $\omega(bx)=0$.

```lean
/-- If `ab - q ba = 1` and the linear functional `ω` satisfies `ω(xa) = 0` for all `x`, then
the overlap `ω(a^m b^n)` vanishes for `m > n`. -/
theorem vacuum_orthogonal (h : a * b - q • (b * a) = 1) (ω : A →ₗ[R] R)
    (hω : ∀ x, ω (x * a) = 0) {m n : ℕ} (hmn : n < m) :
    ω (a ^ m * b ^ n) = 0 := by
  obtain ⟨d, rfl⟩ := Nat.exists_eq_add_of_lt hmn
  have e := expectation_mul_antinormal h ω hω (a ^ (d + 1)) n
  rw [← mul_assoc, ← pow_add, show d + 1 + n = n + d + 1 by omega, pow_succ a d, hω,
    mul_zero] at e
  exact e
```

If $[p+1]=0$, every later factorial contains that zero factor. At $q=-1$, $[2]=0$ and the norms vanish from two quanta on, as for a single fermionic mode. The theorem concerns these expectation values and does not say that $b^2=0$.

```lean
/-- Exclusion: if `ab - q ba = 1`, the linear functional `ω` satisfies `ω(xa) = 0` for all `x`,
and `[p+1] = 0`, then `ω(a^n b^n) = 0` for every `n > p`. -/
theorem exclusion (h : a * b - q • (b * a) = 1) (ω : A →ₗ[R] R)
    (hω : ∀ x, ω (x * a) = 0) {p n : ℕ} (hp : qNum q (p + 1) = 0) (hn : p < n) :
    ω (a ^ n * b ^ n) = 0 := by
  have hf : qFactorial q n = 0 := Finset.prod_eq_zero (Finset.mem_range.mpr hn) hp
  simpa [hf] using expectation_mul_antinormal h ω hω 1 n
```

## An explicit ladder for every $q$

The hypotheses are realised on sequences of amplitudes over levels $0,1,2,\dots$. With $e_n$ the sequence that is $1$ at level $n$ and $0$ elsewhere, $be_n=e_{n+1}$, $ae_0=0$ and $ae_{n+1}=[n+1]e_n$.

```lean
/-- The lowering operator on amplitudes `f` over the levels 0, 1, 2, ...:
`(a f)(n) = [n+1] f(n+1)`. -/
def lowering (q : R) : Module.End R (ℕ → R) where
  toFun f n := qNum q (n + 1) * f (n + 1)
  map_add' _ _ := funext fun _ => mul_add _ _ _
  map_smul' _ _ := funext fun _ => mul_left_comm _ _ _

/-- The raising operator on amplitudes: `(b f)(0) = 0` and `(b f)(n+1) = f(n)`. -/
def raising (R : Type*) [CommRing R] : Module.End R (ℕ → R) where
  toFun f n := match n with
    | 0 => 0
    | m + 1 => f m
  map_add' f g := by
    funext n
    cases n with
    | zero => exact (add_zero (0 : R)).symm
    | succ n => rfl
  map_smul' c f := by
    funext n
    cases n with
    | zero => exact (mul_zero c).symm
    | succ n => rfl
```

Over the reals with $[n]>0$ for every $n\ge1$, take the inner product on finite combinations of the $e_n$ in which they are orthogonal and $e_n$ has squared length $[n]!$. There $b=a^\dagger$, the normalised states are $|n\rangle=e_n/\sqrt{[n]!}$, and then $b|n\rangle=\sqrt{[n+1]}\,|n+1\rangle$.

```lean
/-- The vacuum expectation: the level-0 amplitude of `T` applied to the level-0 state. -/
def vacuum (R : Type*) [CommRing R] : Module.End R (ℕ → R) →ₗ[R] R where
  toFun T := T (Pi.single 0 1) 0
  map_add' _ _ := rfl
  map_smul' _ _ := rfl
```

The commutation relation is checked level by level: level $0$ uses $[1]=1$, and higher levels use $[n+2]-q[n+1]=1$. The vacuum condition follows from $ae_0=0$.

```lean
/-- For every `q`, the operators `lowering` and `raising` satisfy `ab - q ba = 1`, and the
functional `vacuum` satisfies `ω(1) = 1` and `ω(xa) = 0` for all `x`. -/
theorem qOscillator_witness (q : R) :
    lowering q * raising R - q • (raising R * lowering q) = 1 ∧
      vacuum R 1 = 1 ∧ ∀ x, vacuum R (x * lowering q) = 0 := by
  refine ⟨?_, ?_, fun x => ?_⟩
  · apply LinearMap.ext
    intro f
    funext n
    cases n with
    | zero =>
      change qNum q (0 + 1) * f 0 - q * 0 = f 0
      simp [qNum]
    | succ n =>
      change qNum q (n + 1 + 1) * f (n + 1) - q * (qNum q (n + 1) * f (n + 1)) = f (n + 1)
      rw [qNum_succ' q (n + 1)]
      ring
  · change (Pi.single 0 1 : ℕ → R) 0 = 1
    simp
  · have h0 : lowering q (Pi.single 0 1) = 0 := by
      funext n
      change qNum q (n + 1) * (Pi.single 0 1 : ℕ → R) (n + 1) = 0
      simp
    change x (lowering q (Pi.single 0 1)) 0 = 0
    rw [h0, map_zero]
    rfl

end

end QOscillatorNormalOrdering
```

```lean
#print axioms QOscillatorNormalOrdering.normal_ordering
#print axioms QOscillatorNormalOrdering.vacuum_norm
#print axioms QOscillatorNormalOrdering.vacuum_orthogonal
#print axioms QOscillatorNormalOrdering.exclusion
```

```
'QOscillatorNormalOrdering.normal_ordering' depends on axioms: [propext, Classical.choice, Quot.sound]
'QOscillatorNormalOrdering.vacuum_norm' depends on axioms: [propext, Classical.choice, Quot.sound]
'QOscillatorNormalOrdering.vacuum_orthogonal' depends on axioms: [propext, Classical.choice, Quot.sound]
'QOscillatorNormalOrdering.exclusion' depends on axioms: [propext, Classical.choice, Quot.sound]
```
